# A pair creator and annihilator sharing nonzero real amplitudes over independent, commuting quasi-spins satisfy $[A_0,A_+]=A_+$ exactly when every amplitude is $\pm1$

Take two levels that hold at most one pair each, with pair creators $S^+_1$ and $S^+_2$, and form the collective creator $A_+=S^+_1+2S^+_2$. Acting twice on the pair vacuum, it gives $4S^+_1S^+_2|0\rangle$, whose squared norm is 16. The su(2) ladder formula, started from the vacuum's collective weight $-5/2$, gives 40. The formula fails because it relies on a commutation relation that these unequal amplitudes violate.

In general, let $j$ run over finitely many levels with operators $S^+_j,S^-_j,S^0_j$ and amplitudes $x_j$, and put
$$A_+=\sum_j x_jS^+_j,\qquad A_-=\sum_j \bar x_jS^-_j,\qquad A_0=\tfrac12[A_+,A_-].$$
For a model with finitely many levels, in which pair operators of different levels commute, the result limits when norms and matrix elements of a pair condensate can be taken from a single collective quasi-spin.

```lean
import Mathlib

open scoped ComplexConjugate Kronecker

namespace QuasiSpinAmplitudes

noncomputable section

variable {ι A : Type*} [Ring A] [Algebra ℂ A]
```

## Each level carries its own su(2)

The relations for one level are
$$[S^0_i,S^+_i]=S^+_i,\qquad [S^0_i,S^-_i]=-S^-_i,\qquad [S^+_i,S^-_i]=2S^0_i.$$
For fermions, $S^+_i$ creates a pair in level $i$, and $S^0_i=(N_i-\Omega_i)/2$, where $N_i$ counts particles and $\Omega_i$ is the number of pair states. The structure `QuasiSpinCopies` records these relations, together with the commutation of ladder operators of different levels.

```lean
/-- A family of mutually commuting su(2) copies, one for each level, with raising, lowering
and weight operators `Sp j`, `Sm j`, `S0 j`. -/
structure QuasiSpinCopies (Sp Sm S0 : ι → A) : Prop where
  zero_plus : ∀ i, S0 i * Sp i - Sp i * S0 i = Sp i
  zero_minus : ∀ i, S0 i * Sm i - Sm i * S0 i = -Sm i
  plus_minus : ∀ i, Sp i * Sm i - Sm i * Sp i = (2 : ℂ) • S0 i
  comm_pp : ∀ i j, i ≠ j → Commute (Sp i) (Sp j)
  comm_mm : ∀ i j, i ≠ j → Commute (Sm i) (Sm j)
  comm_pm : ∀ i j, i ≠ j → Commute (Sp i) (Sm j)
```

The operators live in any complex associative algebra `A`, so no Hilbert space or dimension is fixed. Nor is `Sm j` assumed to be the adjoint of `Sp j`; the conjugate in `pairMinus` makes $A_-$ the adjoint of $A_+$ whenever it is. For real amplitudes the conjugate has no effect.

```lean
/-- The collective pair creator `A+ = ∑ x_j S+_j`. -/
def pairPlus [Fintype ι] (x : ι → ℂ) (Sp : ι → A) : A := ∑ j, x j • Sp j

/-- The collective pair annihilator `A- = ∑ conj(x_j) S-_j`. -/
def pairMinus [Fintype ι] (x : ι → ℂ) (Sm : ι → A) : A := ∑ j, conj (x j) • Sm j

/-- The collective weight operator `A0 = [A+, A-] / 2`. -/
def pairZero [Fintype ι] (x : ι → ℂ) (Sp Sm : ι → A) : A :=
  (1 / 2 : ℂ) • (pairPlus x Sp * pairMinus x Sm - pairMinus x Sm * pairPlus x Sp)
```

The derivation uses the third relation to find $A_0$ and the first to find $[A_0,A_+]$. In the code these are `h.plus_minus` and `h.zero_plus`. The second relation enters only when the full collective su(2) is established.

If the pairs were ideal bosons, with $[b_i^\dagger,b_i]=-1$, then $A_0$ would be the number $-\frac12\sum_i|x_i|^2$ and $[A_0,A_+]$ would vanish for all amplitudes. The condition on the amplitudes therefore depends on $[S^+_i,S^-_i]$ being an operator that does not commute with $S^+_i$; for fermion pairs this reflects the Pauli principle within each level. This example and the other counterexamples below are worked by hand and are not theorems of the file.

## Different levels commute

Pairs built from disjoint sets of orbitals commute. The structure assumes this for the ladder operators only. For the weight operators it follows from $S^0_i=\frac12[S^+_i,S^-_i]$: whatever commutes with $S^+_i$ and $S^-_i$ commutes with their products, and so with $S^0_i$.

```lean
/-- An operator commuting with both ladder operators of a copy commutes with its weight
operator. -/
theorem QuasiSpinCopies.commute_zero {Sp Sm S0 : ι → A} (h : QuasiSpinCopies Sp Sm S0)
    (i : ι) {X : A} (hp : Commute (Sp i) X) (hm : Commute (Sm i) X) : Commute (S0 i) X := by
  have e : S0 i = (1 / 2 : ℂ) • (Sp i * Sm i - Sm i * Sp i) := by
    rw [h.plus_minus, smul_smul]
    norm_num
  rw [e]
  exact ((hp.mul_left hm).sub_left (hm.mul_left hp)).smul_left _
```

Commutation removes the cross terms. If $[X_i,Y_j]=0$ for $i\ne j$ and $[X_i,Y_i]=Z_i$, then
$$\Big[\sum_i a_iX_i,\sum_j b_jY_j\Big]=\sum_{i,j}a_ib_j[X_i,Y_j]=\sum_i a_ib_iZ_i .$$
`collective_bracket` proves this for arbitrary families. It expands both products into double sums, and `Finset.sum_eq_single i` keeps the term $j=i$.

```lean
variable [Fintype ι]

/-- If operators of different levels commute, the commutator of two weighted sums over levels
is the weighted sum of the commutators within each level. -/
theorem collective_bracket (a b : ι → ℂ) {X Y Z : ι → A}
    (hd : ∀ i, X i * Y i - Y i * X i = Z i) (hc : ∀ i j, i ≠ j → Commute (X i) (Y j)) :
    (∑ i, a i • X i) * (∑ j, b j • Y j) - (∑ j, b j • Y j) * (∑ i, a i • X i)
      = ∑ i, (a i * b i) • Z i := by
  have h2 : (∑ j, b j • Y j) * (∑ i, a i • X i)
      = ∑ i, ∑ j, (b j • Y j) * (a i • X i) := by
    rw [Finset.sum_mul_sum, Finset.sum_comm]
  rw [h2, Finset.sum_mul_sum, ← Finset.sum_sub_distrib]
  refine Finset.sum_congr rfl fun i _ => ?_
  -- only the term with equal levels survives
  rw [← Finset.sum_sub_distrib, Finset.sum_eq_single i]
  · rw [← hd i, smul_mul_smul_comm, smul_mul_smul_comm, mul_comm (b i) (a i), smul_sub]
  · intro j _ hj
    rw [smul_mul_smul_comm, smul_mul_smul_comm, mul_comm (b j) (a i),
      (hc i j hj.symm).eq, sub_self]
  · intro hi
    exact absurd (Finset.mem_univ i) hi
```

With $X=S^+$, $Y=S^-$ and $Z=2S^0$, this gives
$$A_0=\tfrac12\sum_j x_j\bar x_j\,2S^0_j=\sum_j|x_j|^2S^0_j .$$

```lean
variable {Sp Sm S0 : ι → A}

/-- The collective weight operator is `A0 = ∑ |x_j|² S0_j`. -/
theorem pairZero_eq (h : QuasiSpinCopies Sp Sm S0) (x : ι → ℂ) :
    pairZero x Sp Sm = ∑ j, ((‖x j‖ ^ 2 : ℝ) : ℂ) • S0 j := by
  have e := collective_bracket x (fun j => conj (x j)) h.plus_minus h.comm_pm
  unfold pairZero pairPlus pairMinus
  rw [e, Finset.smul_sum]
  refine Finset.sum_congr rfl fun j _ => ?_
  rw [smul_smul, smul_smul, Complex.mul_conj, Complex.normSq_eq_norm_sq]
  congr 1
  ring
```

A second application, with $X=S^0$ and $Y=Z=S^+$, gives
$$[A_0,A_+]=\sum_j|x_j|^2x_jS^+_j .$$
Here the lemma needs $S^0_i$ to commute with $S^+_j$ for $i\neq j$, which `commute_zero` supplies.

```lean
/-- The commutator of weight operator and pair creator is `[A0, A+] = ∑ |x_j|² x_j S+_j`. -/
theorem bracket_zero_plus (h : QuasiSpinCopies Sp Sm S0) (x : ι → ℂ) :
    pairZero x Sp Sm * pairPlus x Sp - pairPlus x Sp * pairZero x Sp Sm
      = ∑ j, (((‖x j‖ ^ 2 : ℝ) : ℂ) * x j) • Sp j := by
  rw [pairZero_eq h, pairPlus]
  exact collective_bracket (fun j => ((‖x j‖ ^ 2 : ℝ) : ℂ)) x h.zero_plus
    fun i j hij => h.commute_zero i (h.comm_pp i j hij) (h.comm_pm j i hij.symm).symm
```

Without commutation the equivalence fails. Let $a_k^\dagger$ create a fermion in orbital $k$, and take two pairs that share orbital 1: $S^+_1=a_1^\dagger a_2^\dagger$ and $S^+_2=a_1^\dagger a_3^\dagger$, with their adjoints as lowering operators. Each pair has its own su(2), and the raising operators are independent, but $[S^+_1,S^-_2]=a_2^\dagger a_3$ is a hopping term. With amplitudes $3/5$ and $4/5$, the sum $A_+$ creates one pair in orbital 1 and a normalised superposition of orbitals 2 and 3. It satisfies $[A_0,A_+]=A_+$, although neither amplitude is $\pm1$.

## The raising operators are linearly independent

Physically, each level must be able to receive a pair. Under the other hypotheses independence fails only if some $S^+_i$ is zero: taking the commutator of $S^0_i$ with $\sum_jc_jS^+_j=0$ leaves $c_iS^+_i=0$.

The derivation uses independence to compare coefficients. For a complex number $c$, the equation $[A_0,A_+]=cA_+$ reads
$$\sum_j\big(|x_j|^2x_j-c\,x_j\big)S^+_j=0,$$
so every bracket vanishes. Since $x_j\neq0$, it can be cancelled, leaving $|x_j|^2=c$. Conversely, if $|x_j|^2=c$ for all $j$, the two sums agree term by term.

```lean
/-- For nonzero complex amplitudes and independent raising operators, `[A0, A+] = c A+` holds
exactly when `|x_j|² = c` for every level. -/
theorem bracket_eq_smul_iff (h : QuasiSpinCopies Sp Sm S0) (hli : LinearIndependent ℂ Sp)
    {x : ι → ℂ} (hx : ∀ j, x j ≠ 0) (c : ℂ) :
    pairZero x Sp Sm * pairPlus x Sp - pairPlus x Sp * pairZero x Sp Sm = c • pairPlus x Sp
      ↔ ∀ j, ((‖x j‖ ^ 2 : ℝ) : ℂ) = c := by
  have e : c • pairPlus x Sp = ∑ j, (c * x j) • Sp j := by
    simp only [pairPlus, Finset.smul_sum, smul_smul]
  rw [bracket_zero_plus h, e]
  constructor
  · intro hs j
    have h0 : ∑ j, (((‖x j‖ ^ 2 : ℝ) : ℂ) * x j - c * x j) • Sp j = 0 := by
      simp only [sub_smul, Finset.sum_sub_distrib]
      exact sub_eq_zero.2 hs
    -- compare coefficients, then cancel the nonzero amplitude
    have hj := Fintype.linearIndependent_iff.1 hli _ h0 j
    exact mul_right_cancel₀ (hx j) (sub_eq_zero.1 hj)
  · intro hs
    exact Finset.sum_congr rfl fun j _ => by rw [hs j]
```

The proof turns on `Fintype.linearIndependent_iff`. Mathlib defines `LinearIndependent` as injectivity of the map that sends finitely supported coefficients to linear combinations. For a finite index type, this lemma restates it in the form used above: if $\sum_jg_jv_j=0$, then every $g_j$ is zero. In the call `Fintype.linearIndependent_iff.1 hli _ h0 j`, the underscore stands for the coefficient function $g$, which Lean reads off from the vanishing sum `h0`. The result is one scalar equation per level, and the operators have disappeared from the problem.

Without independence, a level with $S^+_j=S^-_j=S^0_j=0$ could carry any amplitude without affecting the commutator.

## No amplitude vanishes

A level with $x_j=0$ takes no part in the collective pair. The hypothesis `hx` is used at the cancellation, through `mul_right_cancel₀`. Without it, the real condition for $c=1$ is $x_j^3=x_j$, which also admits $x_j=0$; the participating levels must still have amplitudes $\pm1$.

The same hypothesis supports a version with a free constant. If $[A_0,A_+]=cA_+$ for some $c$, then all $|x_j|^2$ equal $c$, so all moduli agree. Conversely, a common modulus $r$ gives $c=r^2$, and dividing the amplitudes by $r$ normalises them. Unequal moduli cannot be repaired by an overall rescaling. With a single level the condition always holds, and with no levels the proof takes $c=0$.

```lean
/-- For nonzero complex amplitudes and independent raising operators, `[A0, A+]` is a multiple of
`A+` exactly when all amplitudes have the same modulus. -/
theorem bracket_proportional_iff (h : QuasiSpinCopies Sp Sm S0)
    (hli : LinearIndependent ℂ Sp) {x : ι → ℂ} (hx : ∀ j, x j ≠ 0) :
    (∃ c : ℂ, pairZero x Sp Sm * pairPlus x Sp - pairPlus x Sp * pairZero x Sp Sm
      = c • pairPlus x Sp) ↔ ∀ i j, ‖x i‖ = ‖x j‖ := by
  constructor
  · rintro ⟨c, hc⟩ i j
    have h' := (bracket_eq_smul_iff h hli hx c).1 hc
    have e : ‖x i‖ ^ 2 = ‖x j‖ ^ 2 := Complex.ofReal_injective ((h' i).trans (h' j).symm)
    exact (sq_eq_sq₀ (norm_nonneg _) (norm_nonneg _)).1 e
  · intro hs
    rcases isEmpty_or_nonempty ι with h0 | ⟨⟨k⟩⟩
    · exact ⟨0, (bracket_eq_smul_iff h hli hx _).2 fun j => isEmptyElim j⟩
    · exact ⟨((‖x k‖ ^ 2 : ℝ) : ℂ),
        (bracket_eq_smul_iff h hli hx _).2 fun j => by rw [hs j k]⟩
```

## The amplitudes are real

Real amplitudes are a choice of phase for the pair states. The hypothesis is used only at the end: for $c=1$ the condition is $|x_j|^2=1$, hence $|x_j|=1$, which for a real number means $x_j=1$ or $x_j=-1$. The proof applies `bracket_eq_smul_iff` to the amplitudes regarded as complex numbers, and `abs_eq` produces the two signs.

```lean
/-- For nonzero real amplitudes and independent raising operators, `[A0, A+] = A+` holds
exactly when every amplitude is `1` or `-1`. -/
theorem quasiSpin_iff_signs (h : QuasiSpinCopies Sp Sm S0) (hli : LinearIndependent ℂ Sp)
    {x : ι → ℝ} (hx : ∀ j, x j ≠ 0) :
    pairZero (fun j => (x j : ℂ)) Sp Sm * pairPlus (fun j => (x j : ℂ)) Sp
      - pairPlus (fun j => (x j : ℂ)) Sp * pairZero (fun j => (x j : ℂ)) Sp Sm
      = pairPlus (fun j => (x j : ℂ)) Sp ↔ ∀ j, x j = 1 ∨ x j = -1 := by
  have key := bracket_eq_smul_iff h hli (x := fun j => (x j : ℂ))
    (fun j => Complex.ofReal_ne_zero.2 (hx j)) 1
  rw [one_smul] at key
  rw [key]
  refine forall_congr' fun j => ?_
  rw [Complex.ofReal_eq_one, pow_eq_one_iff_of_nonneg (norm_nonneg _) two_ne_zero,
    Complex.norm_real, Real.norm_eq_abs, abs_eq zero_le_one]
```

Without reality, any phase is allowed. `collective_su2` shows that amplitudes of modulus one give all three su(2) relations, and it needs no linear independence. The first relation follows from the formula for $[A_0,A_+]$. The second is
$$[A_0,A_-]=-\sum_j|x_j|^2\bar x_jS^-_j=-A_-,$$
again by `collective_bracket`. The third restates the definition of $A_0$.

```lean
/-- If every complex amplitude has modulus one, then `A+`, `A-` and `A0` satisfy the three
su(2) relations. -/
theorem collective_su2 (h : QuasiSpinCopies Sp Sm S0) {x : ι → ℂ} (hx : ∀ j, ‖x j‖ = 1) :
    pairZero x Sp Sm * pairPlus x Sp - pairPlus x Sp * pairZero x Sp Sm = pairPlus x Sp ∧
    pairZero x Sp Sm * pairMinus x Sm - pairMinus x Sm * pairZero x Sp Sm
      = -pairMinus x Sm ∧
    pairPlus x Sp * pairMinus x Sm - pairMinus x Sm * pairPlus x Sp
      = (2 : ℂ) • pairZero x Sp Sm := by
  refine ⟨?_, ?_, ?_⟩
  · rw [bracket_zero_plus h]
    simp [hx, pairPlus]
  · rw [pairZero_eq h, pairMinus]
    refine (collective_bracket (fun j => ((‖x j‖ ^ 2 : ℝ) : ℂ)) (fun j => conj (x j))
      h.zero_minus fun i j hij =>
        h.commute_zero i (h.comm_pm i j hij) (h.comm_mm i j hij)).trans ?_
    simp [hx]
  · rw [pairZero, smul_smul]
    norm_num
```

## A lowering operator with reciprocal amplitudes

The restriction depends on giving $A_-$ the conjugate amplitudes. Another model would keep $A_+$ and set $A'_-=\sum_jx_j^{-1}S^-_j$. Then $\frac12[A_+,A'_-]=\sum_jS^0_j$, and the three relations hold for all nonzero amplitudes, so no condition remains. When $S^-_j$ is the adjoint of $S^+_j$ and is nonzero, however, $A'_-$ is the adjoint of $A_+$ only if every $|x_j|=1$. If the amplitudes share a modulus $r$, then $A'_-$ is the adjoint divided by $r^2$, and the ladder relations give the norms of states built with $A_+$ after a rescaling. For unequal moduli they do not give these norms in general.

## Two spins one-half satisfy the operator hypotheses

The assumptions on the operators are met by $4\times4$ matrices. `twoSite` places a $2\times2$ matrix on the first or the second factor of a tensor product, as $X\otimes1$ or $1\otimes X$.

```lean
/-- A one-spin operator placed on the first or on the second of two spins one-half. -/
def twoSite (X : Matrix (Fin 2) (Fin 2) ℂ) :
    Fin 2 → Matrix (Fin 2 × Fin 2) (Fin 2 × Fin 2) ℂ :=
  ![X ⊗ₖ (1 : Matrix (Fin 2) (Fin 2) ℂ), (1 : Matrix (Fin 2) (Fin 2) ℂ) ⊗ₖ X]
```

In the proof, `hb` reduces commutators on one site to $2\times2$ commutators, which are checked entry by entry, and `hc` shows that operators on different sites commute. For independence, suppose $g_0S^+_0+g_1S^+_1=0$, with sites numbered from 0 as in the code. The matrix element in row $(0,0)$ and column $(1,0)$ is $g_0$, and the one in column $(0,1)$ is $g_1$, so both coefficients vanish.

```lean
/-- The spin one-half matrices placed on two sites form commuting su(2) copies with linearly
independent raising operators. -/
theorem quasiSpinCopies_witness :
    QuasiSpinCopies (twoSite !![0, 1; 0, 0]) (twoSite !![0, 0; 1, 0])
      (twoSite !![1 / 2, 0; 0, -1 / 2]) ∧ LinearIndependent ℂ (twoSite !![0, 1; 0, 0]) := by
  -- commutators on one site, scalars, and commutation of different sites
  have hb : ∀ X Y i, twoSite X i * twoSite Y i - twoSite Y i * twoSite X i
      = twoSite (X * Y - Y * X) i := by
    intro X Y
    refine Fin.forall_fin_two.2 ⟨?_, ?_⟩ <;>
    · simp only [twoSite, Matrix.cons_val_zero, Matrix.cons_val_one,
        ← Matrix.mul_kronecker_mul, mul_one]
      ext ⟨a, b⟩ ⟨c, d⟩
      simp only [Matrix.sub_apply, Matrix.kroneckerMap_apply]
      ring
  have hs : ∀ (c : ℂ) X i, twoSite (c • X) i = c • twoSite X i := by
    intro c X
    refine Fin.forall_fin_two.2 ⟨?_, ?_⟩ <;>
    · simp only [twoSite, Matrix.cons_val_zero, Matrix.cons_val_one]
      ext ⟨a, b⟩ ⟨d, e⟩
      simp only [Matrix.smul_apply, Matrix.kroneckerMap_apply, smul_eq_mul]
      ring
  have h1 : ∀ X Y : Matrix (Fin 2) (Fin 2) ℂ, Commute
      (X ⊗ₖ (1 : Matrix (Fin 2) (Fin 2) ℂ)) ((1 : Matrix (Fin 2) (Fin 2) ℂ) ⊗ₖ Y) := by
    intro X Y
    simp only [Commute, SemiconjBy, ← Matrix.mul_kronecker_mul, mul_one, one_mul]
  have hc : ∀ X Y i j, i ≠ j → Commute (twoSite X i) (twoSite Y j) := by
    intro X Y i j hij
    fin_cases i <;> fin_cases j <;>
      first
        | exact absurd rfl hij
        | exact h1 X Y
        | exact (h1 Y X).symm
  refine ⟨⟨fun i => ?_, fun i => ?_, fun i => ?_, hc _ _, hc _ _, hc _ _⟩, ?_⟩
  · rw [hb]
    congr 1
    ext a b
    fin_cases a <;> fin_cases b <;> norm_num [Matrix.mul_apply, Fin.sum_univ_two]
  · rw [hb, ← neg_one_smul ℂ (twoSite _ i), ← hs]
    congr 1
    ext a b
    fin_cases a <;> fin_cases b <;> norm_num [Matrix.mul_apply, Fin.sum_univ_two]
  · rw [hb, ← hs]
    congr 1
    ext a b
    fin_cases a <;> fin_cases b <;> norm_num [Matrix.mul_apply, Fin.sum_univ_two]
  · refine Fintype.linearIndependent_iff.2 fun g hg => ?_
    rw [Fin.sum_univ_two] at hg
    -- two matrix elements isolate the two coefficients
    have e0 := congrArg (fun M => M (0, 0) (1, 0)) hg
    have e1 := congrArg (fun M => M (0, 0) (0, 1)) hg
    simp [twoSite, Matrix.kroneckerMap_apply] at e0 e1
    exact Fin.forall_fin_two.2 ⟨e0, e1⟩

end

end QuasiSpinAmplitudes
```

```lean
#print axioms QuasiSpinAmplitudes.bracket_proportional_iff
#print axioms QuasiSpinAmplitudes.quasiSpin_iff_signs
#print axioms QuasiSpinAmplitudes.collective_su2
```

```
'QuasiSpinAmplitudes.bracket_proportional_iff' depends on axioms: [propext, Classical.choice, Quot.sound]
'QuasiSpinAmplitudes.quasiSpin_iff_signs' depends on axioms: [propext, Classical.choice, Quot.sound]
'QuasiSpinAmplitudes.collective_su2' depends on axioms: [propext, Classical.choice, Quot.sound]
```
